# On meshes of N = 4m+2 points, the mean of 1/|cos k| grows as (2/π) ln N

Let $N=4m+2$ with $m=0,1,2,\dots$, let $k_j=2\pi j/N$ for $j=0,\dots,N-1$, and let

$$A_N=\frac1N\sum_{j=0}^{N-1}\frac{1}{|\cos k_j|}.$$

Then $|A_N-\tfrac{2}{\pi}\ln N|\le 4$ for every $m$, and $A_N/\ln N\to 2/\pi$ as $m\to\infty$. Refining the mesh within this family therefore makes $A_N$ grow without limit.

## The response of the half-filled chain at wavevector π

Consider non-interacting electrons on a ring of $N$ sites with nearest-neighbour hopping $t>0$ and band $\varepsilon(k)=-2t\cos k$ (for $N=2$ this band counts two bonds between the two sites). At half filling and zero temperature the states of negative energy are occupied, the Fermi points are $\pm\pi/2$, and the wavevector $2k_F=\pi$ carries one Fermi point onto the other. With $f(k)$ the occupation, the magnitude of the static density response at this wavevector, per site and per spin, is

$$\chi_N=\frac1N\sum_{j=0}^{N-1}\frac{f(k_j)-f(k_j+\pi)}{\varepsilon(k_j+\pi)-\varepsilon(k_j)}.$$

The denominator is $4t\cos k_j$. The numerator is $+1$ where $\cos k_j>0$ and $-1$ where $\cos k_j<0$, so each term equals $1/(4t|\cos k_j|)$ and $\chi_N=A_N/(4t)$. The limit above then gives $\chi_N/\ln N\to 1/(2\pi t)$. The Peierls instability also requires a coupling of the electrons to the lattice, which this model leaves out. In the mean-field theory with a static lattice distortion, the logarithm makes the undistorted infinite chain unstable at zero temperature for arbitrarily weak coupling.

```lean
import Mathlib

open Real Finset Filter Topology

namespace NestingLogarithm

noncomputable section
```

The Lean definition starts from the cosine. Hopping, filling and occupations do not occur in it, and the passage from $\chi_N$ to $A_N$ is the short computation just given, not a checked theorem. Despite its name, `nestingSum` is a mean: it includes the factor $1/N$. The index set `range N` is $0,\dots,N-1$, so the mesh contains $k=0$.

```lean
/-- The mean of `1/|cos k|` over the momenta `k = 2πj/N`, for `N ≥ 1` and meshes on which
`cos k` never vanishes. -/
def nestingSum (N : ℕ) : ℝ := 1 / N * ∑ j ∈ range N, 1 / |cos (2 * π * j / N)|
```

Near a Fermi point the natural variable is the distance from it. On these meshes the distances are odd multiples of $\pi/N$,

$$x_i=\frac{(2i+1)\pi}{4m+2},$$

which Lean calls `offset m i`.

```lean
/-- The odd multiple `(2i+1)π/N` of `π/N` for `N = 4m+2`. -/
def offset (m i : ℕ) : ℝ := (2 * i + 1) * π / (4 * m + 2)
```

## No mesh point lies on a Fermi point

If $\cos k_j=0$, then $2\pi j/(4m+2)=(2k+1)\pi/2$ for some integer $k$ (an integer here, as in the Lean proof, and not a momentum). Clearing denominators gives

$$2j=(2k+1)(2m+1),$$

an even number equal to an odd one. The proof cancels $\pi$, moves the equation from the reals to the integers, and leaves the parity contradiction to `omega`.

```lean
/-- For natural numbers `m` and `j`, `cos k` is nonzero at `k = 2πj/(4m+2)`. -/
theorem cos_mesh_ne_zero (m j : ℕ) : cos (2 * π * j / (4 * m + 2)) ≠ 0 := by
  intro h
  obtain ⟨k, hk⟩ := Real.cos_eq_zero_iff.mp h
  rw [div_eq_iff (by positivity)] at hk
  have h1 : 2 * (j : ℝ) = (2 * k + 1) * (2 * m + 1) :=
    mul_left_cancel₀ Real.pi_ne_zero (by linear_combination hk)
  have h2 : 2 * (j : ℤ) = (2 * k + 1) * (2 * m + 1) := by exact_mod_cast h1
  -- an even number would equal an odd one
  have h3 : 2 * ((j : ℤ) - (2 * (k * m) + k + m)) = 1 := by linear_combination h2
  omega
```

An even number of points would not be enough. For $N=4$ the point $j=1$ is $k_1=\pi/2$, where $\cos k_1=0$; the mean is undefined and the corresponding term of $\chi_4$ is $0/0$. Lean, which sets $1/0=0$, would return $1/2$ for `nestingSum 4`.

## Folding the mesh about the Fermi points

For $i\le m$ we have $2i+1\le 2m+1$, hence $0<x_i\le\pi/2$. On this interval the sine is positive, so absolute values can be removed.

```lean
/-- For `i ≤ m` the offset `(2i+1)π/(4m+2)` lies in `(0, π/2]`. -/
theorem offset_bounds {m i : ℕ} (hi : i ≤ m) : 0 < offset m i ∧ offset m i ≤ π / 2 := by
  have hi' : (i : ℝ) ≤ m := by exact_mod_cast hi
  refine ⟨by unfold offset; positivity, ?_⟩
  rw [offset, div_le_iff₀ (by positivity)]
  nlinarith [mul_nonneg Real.pi_pos.le (sub_nonneg.mpr hi')]
```

Shifting $j$ by $2m+1=N/2$ adds $\pi$ to the momentum and leaves $|\cos k_j|$ unchanged. It is enough to sum over $j=0,\dots,2m$ and double. Within this half,

$$k_{m-i}=\frac{\pi}{2}-x_i\quad(0\le i\le m),\qquad k_{m+1+i}=\frac{\pi}{2}+x_i\quad(0\le i<m),$$

and in both cases $|\cos k|=\sin x_i$. The offsets with $i<m$ occur twice. The offset $x_m=\pi/2$ occurs once, at $k=0$, and contributes $1$. Therefore

$$A_N=\frac{2}{4m+2}\Bigl(1+2\sum_{i=0}^{m-1}\frac1{\sin x_i}\Bigr)=\frac{1+2\sum_{i<m}1/\sin x_i}{2m+1}.$$

For $m=0$ the sum is empty and $A_2=1$.

In the proof, `f j` is the summand $1/|\cos k_j|$, not the occupation; `hper` is the shift by $\pi$, `hleft` and `hright` are the two sides of the Fermi point, and `hm` is the single term at $k=0$. `Finset.sum_range_reflect` reverses the order of the left-hand points, so that they are counted outward from $\pi/2$.

```lean
/-- For `N = 4m+2` the nesting sum equals `(1 + 2S)/(2m+1)`, where `S` is the sum of
`1/sin (offset m i)` over `i < m`. -/
theorem nestingSum_eq (m : ℕ) : nestingSum (4 * m + 2) =
    (1 + 2 * ∑ i ∈ range m, 1 / sin (offset m i)) / (2 * m + 1) := by
  have hN : (4 * (m : ℝ) + 2) ≠ 0 := by positivity
  have hM : (2 * (m : ℝ) + 1) ≠ 0 := by positivity
  obtain ⟨f, hf⟩ : ∃ f : ℕ → ℝ, ∀ j, f j = 1 / |cos (2 * π * j / (4 * m + 2))| :=
    ⟨_, fun _ => rfl⟩
  have hsin : ∀ i ≤ m, |sin (offset m i)| = sin (offset m i) := fun i hi =>
    abs_of_pos (Real.sin_pos_of_pos_of_lt_pi (offset_bounds hi).1
      (by linarith [(offset_bounds hi).2, Real.pi_pos]))
  have hper : ∀ j, f (2 * m + 1 + j) = f j := by
    intro j
    have e : 2 * π * ((2 * m + 1 + j : ℕ) : ℝ) / (4 * m + 2)
        = 2 * π * j / (4 * m + 2) + π := by
      push_cast
      rw [div_add' _ _ _ hN]
      congr 1
      ring
    rw [hf, hf, e, Real.cos_add_pi, abs_neg]
  have hleft : ∀ i ≤ m, f (m - i) = 1 / sin (offset m i) := by
    intro i hi
    have e : 2 * π * ((m - i : ℕ) : ℝ) / (4 * m + 2) = π / 2 - offset m i := by
      rw [offset, Nat.cast_sub hi, eq_sub_iff_add_eq, ← add_div, div_eq_iff hN]
      ring
    rw [hf, e, Real.cos_pi_div_two_sub, hsin i hi]
  have hright : ∀ i ∈ range m, f (m + 1 + i) = 1 / sin (offset m i) := by
    intro i hi
    have e : 2 * π * ((m + 1 + i : ℕ) : ℝ) / (4 * m + 2) = offset m i + π / 2 := by
      rw [offset, ← sub_eq_iff_eq_add', ← sub_div, div_eq_iff hN]
      push_cast
      ring
    rw [hf, e, Real.cos_add_pi_div_two, abs_neg, hsin i (mem_range.mp hi).le]
  have hm : sin (offset m m) = 1 := by
    rw [show offset m m = π / 2 by rw [offset, div_eq_iff hN]; ring, Real.sin_pi_div_two]
  have h1 : ∑ j ∈ range (m + 1), f j = ∑ i ∈ range (m + 1), 1 / sin (offset m i) := by
    rw [← Finset.sum_range_reflect f]
    refine Finset.sum_congr rfl fun i hi => ?_
    have hi' := mem_range.mp hi
    rw [show m + 1 - 1 - i = m - i by omega]
    exact hleft i (by omega)
  have h2 : ∑ j ∈ range (2 * m + 1), f j = 1 + 2 * ∑ i ∈ range m, 1 / sin (offset m i) := by
    rw [show 2 * m + 1 = (m + 1) + m by ring, Finset.sum_range_add, h1,
      Finset.sum_congr rfl hright, Finset.sum_range_succ, hm]
    ring
  have h3 : ∑ j ∈ range (4 * m + 2), 1 / |cos (2 * π * j / ((4 * m + 2 : ℕ) : ℝ))|
      = ∑ j ∈ range (2 * m + 1 + (2 * m + 1)), f j := by
    refine Finset.sum_congr (by congr 1; ring) fun j _ => ?_
    simp [hf]
  rw [nestingSum, h3, Finset.sum_range_add, Finset.sum_congr rfl fun j _ => hper j, h2]
  push_cast
  rw [one_div_mul_eq_div, div_eq_div_iff hN hM]
  ring
```

## Band curvature costs at most x

Linearising the band at the Fermi point replaces $1/\sin x$ by $1/x$. For $0<x\le\pi/2$ the error is controlled by

$$\frac1x\le\frac1{\sin x}\le\frac1x+x.$$

The left inequality is $\sin x\le x$. For the right one, $\tan(x/2)>x/2$ gives $\sin(x/2)>\tfrac x2\cos(x/2)$, and so

$$\sin x=2\sin\tfrac x2\cos\tfrac x2\ \ge\ x\cos^2\tfrac x2=x\bigl(1-\sin^2\tfrac x2\bigr)\ \ge\ x\Bigl(1-\frac{x^2}{4}\Bigr).$$

Since $x^2\le\pi^2/4<3$,

$$\Bigl(\frac1x+x\Bigr)\sin x\ \ge\ (1+x^2)\Bigl(1-\frac{x^2}4\Bigr)=1+\frac{x^2(3-x^2)}{4}\ \ge\ 1.$$

The lower bound on the sine is `h7`, the bound on $x^2$ is `h8`, and the closing `calc` block is the last display.

```lean
/-- For `0 < x ≤ π/2`, `1/sin x` exceeds its linearised value `1/x` by at most `x`. -/
theorem inv_sin_bounds {x : ℝ} (hx : 0 < x) (hx2 : x ≤ π / 2) :
    1 / x ≤ 1 / sin x ∧ 1 / sin x ≤ 1 / x + x := by
  have hpi := Real.pi_pos
  have hs : 0 < sin x := Real.sin_pos_of_pos_of_lt_pi hx (by linarith)
  refine ⟨one_div_le_one_div_of_le hs (Real.sin_le hx.le), ?_⟩
  -- half-angle estimate: sin x ≥ x (1 - x²/4)
  have hc : 0 < cos (x / 2) := Real.cos_pos_of_mem_Ioo ⟨by linarith, by linarith⟩
  have hsh : 0 < sin (x / 2) := Real.sin_pos_of_pos_of_lt_pi (by linarith) (by linarith)
  have h1 := Real.lt_tan (x := x / 2) (by linarith) (by linarith)
  rw [Real.tan_eq_sin_div_cos, lt_div_iff₀ hc] at h1
  have h2 := mul_le_mul_of_nonneg_right h1.le hc.le
  have h3 : sin (x / 2) ^ 2 ≤ (x / 2) ^ 2 :=
    pow_le_pow_left₀ hsh.le (Real.sin_le (by linarith)) 2
  have h4 := mul_le_mul_of_nonneg_left h3 (show 0 ≤ x / 2 by linarith)
  have h5 : x / 2 * cos (x / 2) * cos (x / 2) = x / 2 - x / 2 * sin (x / 2) ^ 2 := by
    linear_combination x / 2 * Real.sin_sq_add_cos_sq (x / 2)
  have h6 : sin x = 2 * sin (x / 2) * cos (x / 2) := by
    rw [← Real.sin_two_mul]
    congr 1
    ring
  have h7 : x * (1 - x ^ 2 / 4) ≤ sin x := by nlinarith
  have h8 : x ^ 2 ≤ 3 := by nlinarith [Real.pi_lt_d2]
  have e : 1 / x * x = 1 := one_div_mul_cancel hx.ne'
  rw [div_le_iff₀ hs]
  calc (1 : ℝ) ≤ (1 + x ^ 2) * (1 - x ^ 2 / 4) := by
        nlinarith [mul_nonneg (sq_nonneg x) (sub_nonneg.mpr h8)]
    _ = (1 / x + x) * (x * (1 - x ^ 2 / 4)) := by
        linear_combination -(1 - x ^ 2 / 4) * e
    _ ≤ (1 / x + x) * sin x := mul_le_mul_of_nonneg_left h7 (by positivity)
```

## The logarithm from inverse odd numbers

The linearised terms are proportional to $1/(2i+1)$. Write $O_m=\sum_{i<m}1/(2i+1)$. The claim is

$$\tfrac12\ln(2m+1)\ \le\ O_m\ \le\ 1+\tfrac12\ln(2m+1)-\frac1{2m+1}.$$

For $m=0$ all three expressions vanish. For the step from $k$ to $k+1$ (again an integer), the inequality $\ln a-\ln b\le(a-b)/b$, used in both directions, gives

$$\frac{2}{2k+3}\ \le\ \ln\frac{2k+3}{2k+1}\ \le\ \frac{2}{2k+1}.$$

Adding $1/(2k+1)$ to $O_k$ raises it by at least half the increase of the logarithm, which preserves the lower bound. In the upper bound the new term cancels $-1/(2k+1)$, and the left inequality supplies the new $-1/(2k+3)$. That subtracted term is what lets the induction close.

```lean
/-- The sum of the first `m` inverse odd numbers exceeds `ln(2m+1)/2` by an amount between
`0` and `1 - 1/(2m+1)`. -/
theorem odd_harmonic_bounds (m : ℕ) :
    log (2 * m + 1) / 2 ≤ ∑ i ∈ range m, 1 / (2 * (i : ℝ) + 1) ∧
      ∑ i ∈ range m, 1 / (2 * (i : ℝ) + 1) ≤
        1 + log (2 * m + 1) / 2 - 1 / (2 * m + 1) := by
  have key : ∀ a b : ℝ, 0 < a → 0 < b → log a - log b ≤ (a - b) / b := by
    intro a b ha hb
    rw [← Real.log_div ha.ne' hb.ne', sub_div, div_self hb.ne']
    exact Real.log_le_sub_one_of_pos (div_pos ha hb)
  induction m with
  | zero => simp
  | succ k ih =>
    have h1 := key (2 * k + 3) (2 * k + 1) (by positivity) (by positivity)
    have h2 := key (2 * k + 1) (2 * k + 3) (by positivity) (by positivity)
    rw [show (2 * (k : ℝ) + 3 - (2 * k + 1)) / (2 * k + 1) = 2 * (1 / (2 * k + 1)) by ring]
      at h1
    rw [show (2 * (k : ℝ) + 1 - (2 * k + 3)) / (2 * k + 3) = -2 * (1 / (2 * k + 3)) by ring]
      at h2
    rw [Finset.sum_range_succ,
      show 2 * ((k + 1 : ℕ) : ℝ) + 1 = 2 * k + 3 by push_cast; ring]
    constructor <;> linarith [ih.1, ih.2]
```

## A bound uniform in the mesh

Since $1/x_i=\dfrac{N}{\pi}\dfrac1{2i+1}$ and $x_i\le\pi/2<2$, the curvature estimate summed over $i<m$ gives

$$\frac N\pi O_m\ \le\ \sum_{i<m}\frac1{\sin x_i}\ \le\ \frac N\pi O_m+2m.$$

Inserting this into the folded formula, with $N=2(2m+1)$, yields

$$\frac4\pi O_m\ \le\ A_N\ \le\ \frac4\pi O_m+2.$$

The bounds on $O_m$, without the subtracted term, turn this into

$$\frac2\pi\ln(2m+1)\ \le\ A_N\ \le\ \frac2\pi\ln(2m+1)+\frac4\pi+2.$$

Finally $\ln N=\ln2+\ln(2m+1)$, so

$$-\frac2\pi\ln2\ \le\ A_N-\frac2\pi\ln N\ \le\ 2+\frac4\pi-\frac2\pi\ln 2,$$

and both ends lie between $-4$ and $4$. The constant $4$ is a convenient round number, not the best one.

In Lean, `hb` is the estimate at one offset, and `hA1` and `hA2` are the two bounds on $A_N$ in terms of $O_m$. The `generalize` lines replace the sums and $1/\pi$ by letters, after which the products `q1` to `q4` reduce the rest to linear arithmetic.

```lean
/-- On every mesh with `N = 4m+2` points the nesting sum differs from `(2/π) ln N` by at
most `4`. -/
theorem nestingSum_sub_log_le (m : ℕ) :
    |nestingSum (4 * m + 2) - 2 / π * log (4 * m + 2)| ≤ 4 := by
  have hM : 0 < 2 * (m : ℝ) + 1 := by positivity
  obtain ⟨hO1, hO⟩ := odd_harmonic_bounds m
  have hO2 := hO.trans (sub_le_self _ (by positivity))
  -- linearise the band at each offset
  have hb : ∀ i ∈ range m,
      (4 * m + 2) * (1 / π) * (1 / (2 * (i : ℝ) + 1)) ≤ 1 / sin (offset m i) ∧
      1 / sin (offset m i) ≤ (4 * m + 2) * (1 / π) * (1 / (2 * (i : ℝ) + 1)) + 2 := by
    intro i hi
    obtain ⟨h1, h2⟩ := offset_bounds (mem_range.mp hi).le
    have h3 := inv_sin_bounds h1 h2
    have e : 1 / offset m i = (4 * m + 2) * (1 / π) * (1 / (2 * (i : ℝ) + 1)) := by
      rw [offset, one_div_div, div_eq_mul_one_div]
      simp only [one_div, mul_inv]
      ring
    rw [e] at h3
    exact ⟨h3.1, by linarith [h3.2, Real.pi_lt_d2]⟩
  have hlow := Finset.sum_le_sum (s := range m) fun i hi => (hb i hi).1
  have hup := Finset.sum_le_sum (s := range m) fun i hi => (hb i hi).2
  rw [← Finset.mul_sum] at hlow
  rw [Finset.sum_add_distrib, ← Finset.mul_sum, Finset.sum_const, card_range,
    nsmul_eq_mul] at hup
  have hlog : log (4 * m + 2) = log 2 + log (2 * m + 1) := by
    rw [← Real.log_mul (by norm_num) hM.ne']
    congr 1
    ring
  rw [nestingSum_eq, hlog, show 2 / π = 2 * (1 / π) by ring]
  have hp : 0 < 1 / π := by positivity
  have hp3 : 1 / π ≤ 1 / 3 := one_div_le_one_div_of_le (by norm_num) Real.pi_gt_three.le
  clear hb hO
  generalize ∑ i ∈ range m, 1 / sin (offset m i) = S at *
  generalize ∑ i ∈ range m, 1 / (2 * (i : ℝ) + 1) = O at *
  generalize 1 / π = p at *
  have hA1 : 4 * p * O ≤ (1 + 2 * S) / (2 * m + 1) := by
    rw [le_div_iff₀ hM]
    linarith
  have hA2 : (1 + 2 * S) / (2 * m + 1) ≤ 4 * p * O + 2 := by
    rw [div_le_iff₀ hM]
    linarith
  have q1 := mul_nonneg hp.le (sub_nonneg.mpr hO1)
  have q2 := mul_nonneg hp.le (sub_nonneg.mpr hO2)
  have q3 := mul_nonneg hp.le (Real.log_nonneg (show (1 : ℝ) ≤ 2 by norm_num))
  have q4 := mul_nonneg hp.le (show 0 ≤ 1 - log 2 by linarith [Real.log_two_lt_d9])
  rw [abs_le]
  constructor <;> linarith
```

## Dividing by ln N

Because $N\ge2$, $\ln N$ is positive, and

$$\Bigl|\frac{A_N}{\ln N}-\frac2\pi\Bigr|\le\frac{4}{\ln N}\longrightarrow0.$$

The theorem states this as a limit in the natural number `m`: `atTop` means $m\to\infty$, and `𝓝 (2 / π)` denotes the neighbourhoods of the limit. It speaks only of the sequence $N=2,6,10,\dots$ The proof applies `squeeze_zero_norm` to the remainder and then adds $2/\pi$ back.

```lean
/-- For `N = 4m+2` the nesting sum divided by `ln N` tends to `2/π` as the mesh is refined. -/
theorem nestingSum_div_log_tendsto :
    Tendsto (fun m : ℕ => nestingSum (4 * m + 2) / log (4 * m + 2)) atTop (𝓝 (2 / π)) := by
  have hpos : ∀ m : ℕ, 0 < log (4 * (m : ℝ) + 2) := fun m =>
    Real.log_pos (by linarith [Nat.cast_nonneg (α := ℝ) m])
  have hL : Tendsto (fun m : ℕ => log (4 * (m : ℝ) + 2)) atTop atTop :=
    Real.tendsto_log_atTop.comp
      (tendsto_atTop_mono (fun m => by linarith [Nat.cast_nonneg (α := ℝ) m])
        (tendsto_natCast_atTop_atTop (R := ℝ)))
  -- the bounded remainder is negligible against the logarithm
  have h0 : Tendsto (fun m : ℕ => (nestingSum (4 * m + 2) - 2 / π * log (4 * m + 2))
      / log (4 * m + 2)) atTop (𝓝 0) := by
    refine squeeze_zero_norm (fun m => ?_) (hL.const_div_atTop 4)
    rw [norm_div, Real.norm_eq_abs, Real.norm_eq_abs, abs_of_pos (hpos m)]
    exact div_le_div_of_nonneg_right (nestingSum_sub_log_le m) (hpos m).le
  have h1 := h0.add_const (2 / π)
  rw [zero_add] at h1
  refine h1.congr fun m => ?_
  rw [sub_div, mul_div_cancel_right₀ _ (hpos m).ne']
  ring

end

end NestingLogarithm
```

```lean
#print axioms NestingLogarithm.cos_mesh_ne_zero
#print axioms NestingLogarithm.nestingSum_div_log_tendsto
```

```
'NestingLogarithm.cos_mesh_ne_zero' depends on axioms: [propext, Classical.choice, Quot.sound]
'NestingLogarithm.nestingSum_div_log_tendsto' depends on axioms: [propext, Classical.choice, Quot.sound]
```

## Tripling the mesh from 2 to 18 points

One way to approach the infinite chain numerically is to evaluate $\chi_N$ on finer and finer uniform meshes. Doubling $N=4m+2$ gives a multiple of four and puts points on the Fermi points, whereas tripling stays in the family. The folded formula gives

| $N$ | $A_N$ | $t\,\chi_N$ |
|---|---|---|
| 2 | 1.000 | 0.250 |
| 6 | 1.667 | 0.417 |
| 18 | 2.362 | 0.590 |

The two increments of $A_N$, $0.667$ and $0.695$, are close to $\tfrac2\pi\ln3\approx0.699$, the amount by which $\tfrac2\pi\ln N$ grows at each tripling. At a fixed nonzero temperature the occupations are smooth, the summand stays bounded, and the mesh average does converge; the growth belongs to the sharp Fermi step.
